# Clifford rotation: for \(A^2=1\), conjugation by \(e^{i\pi A/4}\) sends \(B\) to \(iAB\) exactly when \(A\) and \(B\) anticommute

Let \(A\) and \(B\) be complex square matrices of the same finite size, and let \(A^2=1\). Then
\[
e^{i\frac{\pi}{4}A}\,B\,e^{-i\frac{\pi}{4}A}=iAB \quad\Longleftrightarrow\quad AB=-BA .
\]
For two anticommuting Pauli strings \(P\) and \(Q\) on \(N\) qubits, it follows that \(e^{i\pi P/4}\,Q\,e^{-i\pi P/4}\) is again a Pauli string, up to a sign \(\pm1\).

The hypothesis \(A^2=1\) restricts the eigenvalues of \(A\) to \(\pm1\), as for a spin-½ component in units of \(\hbar/2\) or a parity operator. The condition \(AB=-BA\) says that \(B\) carries each eigenspace of \(A\) into the other one, since \(Av=\pm v\) gives \(A(Bv)=\mp Bv\). When a Hamiltonian on finitely many qubits is written as a sum of Pauli strings with real coefficients and its propagator is split term by term, each factor has the form \(e^{i\theta P}\) with a Pauli string \(P\) and a real angle \(\theta\), which need not be \(\pi/4\); the formulas below for general \(\theta\) describe one such factor and say nothing about the error of the splitting.

## Matrices and the rotation \(e^{i\theta A}\)

Operators are matrices `Matrix n n ℂ` whose rows and columns are indexed by an arbitrary finite type `n`. Neither \(A\) nor \(B\) is assumed Hermitian, and operators on infinite-dimensional spaces are not covered. The natural number `N` is the number of qubits and enters later.

In Lean 4 with Mathlib:

```lean
import Mathlib

open Complex
open scoped Real

namespace CliffordRotation

noncomputable section

variable {n : Type*} [Fintype n] [DecidableEq n] {N : ℕ}
```

For a real angle \(\theta\), `rot A θ` is the matrix exponential \(e^{i\theta A}=\sum_{k\ge0}(i\theta A)^k/k!\). The exponent carries a plus sign and no factor ½, so the gate often written \(e^{-i\varphi A/2}\) has \(\theta=-\varphi/2\). With \(\hbar=1\) and a Hamiltonian \(H=\omega A\), where \(\omega\) is a real frequency, the product `rot A θ * B * rot A (-θ)` at \(\theta=\omega t\) is the Heisenberg-picture operator \(e^{iHt}Be^{-iHt}\) at time \(t\).

```lean
/-- The rotation `exp(iθA)` generated by the matrix `A`. -/
def rot (A : Matrix n n ℂ) (θ : ℝ) : Matrix n n ℂ := NormedSpace.exp (((θ : ℂ) * I) • A)
```

## The exponential of a matrix with \(A^2=1\)

Put \(P_\pm=\tfrac12(1\pm A)\). Then \(P_++P_-=1\), and \(A^2=1\) gives \(P_+A=\tfrac12(A+1)=P_+\) and \(P_-A=\tfrac12(A-1)=-P_-\). For a complex number \(z\) and every \(k\ge0\),
\[
(zA)^k=z^kP_++(-z)^kP_- .
\]
At \(k=0\) this is \(1=P_++P_-\), and multiplying the formula on the right by \(zA\) multiplies the first term by \(z\) and the second by \(-z\). Dividing by \(k!\) and summing leaves two scalar series:
\[
e^{zA}=e^{z}P_++e^{-z}P_-=\frac{e^z+e^{-z}}{2}\,1+\frac{e^z-e^{-z}}{2}\,A=\cosh z\;1+\sinh z\;A .
\]
In `exp_involution`, `hpow` is the induction on \(k\), with `hA` replacing \(A^2\) by \(1\) and `module` collecting the coefficients of \(1\) and \(A\). The scalar series is `hs`, the definition of the matrix exponential as a series is `hexp`, and `hf` rewrites each term through `hpow`. Then `hsum` states that the matrix series converges to \(e^zP_++e^{-z}P_-\), and the last two lines regroup this as \(\cosh\) and \(\sinh\).

```lean
/-- If `A² = 1` then `exp(zA) = cosh z + sinh z · A` for every complex `z`. -/
theorem exp_involution {A : Matrix n n ℂ} (hA : A * A = 1) (z : ℂ) :
    NormedSpace.exp (z • A) = Complex.cosh z • (1 : Matrix n n ℂ) + Complex.sinh z • A := by
  -- powers in terms of the projectors (1 ± A)/2
  have hpow : ∀ k : ℕ, (z • A) ^ k =
      z ^ k • ((1 / 2 : ℂ) • (1 + A)) + (-z) ^ k • ((1 / 2 : ℂ) • (1 - A)) := by
    intro k
    induction k with
    | zero =>
      simp only [pow_zero, one_smul]
      module
    | succ k ih =>
      rw [pow_succ, ih]
      simp only [add_mul, sub_mul, smul_mul_assoc, mul_smul_comm, one_mul, hA, pow_succ]
      module
  have hs : ∀ w : ℂ, HasSum (fun k : ℕ => w ^ k / (k.factorial : ℂ)) (Complex.exp w) := by
    intro w
    rw [Complex.exp_eq_exp_ℂ]
    exact NormedSpace.expSeries_div_hasSum_exp w
  have hexp : NormedSpace.exp (z • A) = ∑' k : ℕ, (k.factorial : ℂ)⁻¹ • (z • A) ^ k := by
    exact congrFun (NormedSpace.exp_eq_tsum ℂ) (z • A)
  have hf : (fun k : ℕ => (k.factorial : ℂ)⁻¹ • (z • A) ^ k) = fun k : ℕ =>
      (z ^ k / (k.factorial : ℂ)) • ((1 / 2 : ℂ) • (1 + A)) +
        ((-z) ^ k / (k.factorial : ℂ)) • ((1 / 2 : ℂ) • (1 - A)) := by
    funext k
    rw [hpow]
    module
  -- the series splits into two scalar exponential series
  have hsum := ((hs z).smul_const ((1 / 2 : ℂ) • (1 + A))).add
    ((hs (-z)).smul_const ((1 / 2 : ℂ) • (1 - A)))
  rw [hexp, hf, hsum.tsum_eq]
  simp only [Complex.cosh, Complex.sinh]
  module
```

At \(z=i\theta\) one has \(\cosh i\theta=\cos\theta\) and \(\sinh i\theta=i\sin\theta\), so
\[
e^{i\theta A}=\cos\theta\;1+i\sin\theta\;A .
\]
The two substitutions are `cosh_mul_I` and `sinh_mul_I`.

```lean
/-- If `A² = 1` then `exp(iθA) = cos θ + i sin θ · A`. -/
theorem rot_eq {A : Matrix n n ℂ} (hA : A * A = 1) (θ : ℝ) :
    rot A θ = (Real.cos θ : ℂ) • (1 : Matrix n n ℂ) + ((Real.sin θ : ℂ) * I) • A := by
  unfold rot
  rw [exp_involution hA, cosh_mul_I, sinh_mul_I, ofReal_cos, ofReal_sin]
```

## Conjugating an arbitrary matrix

Write \(c=\cos\theta\) and \(s=\sin\theta\). Replacing \(\theta\) by \(-\theta\) gives \(e^{-i\theta A}=c-isA\). For any \(B\), multiplying out the four terms gives
\[
(c+isA)\,B\,(c-isA)=c^2B-isc\,BA+isc\,AB-i^2s^2ABA ,
\]
that is,
\[
e^{i\theta A}Be^{-i\theta A}=\cos^2\theta\;B+\sin^2\theta\;ABA+i\sin\theta\cos\theta\,(AB-BA).
\]
The proof of `rot_conj` inserts `rot_eq` twice, treats \(c\) and \(s\) as free complex numbers, expands, and compares the coefficients of \(B\), \(AB\), \(BA\) and \(ABA\) with `match_scalars`. Only the coefficient of \(ABA\) needs \(i^2=-1\), which enters as `I_sq`.

```lean
/-- If `A² = 1` then for every `B`,
`exp(iθA) B exp(-iθA) = cos²θ B + sin²θ ABA + i sin θ cos θ (AB - BA)`. -/
theorem rot_conj {A : Matrix n n ℂ} (hA : A * A = 1) (B : Matrix n n ℂ) (θ : ℝ) :
    rot A θ * B * rot A (-θ) = (Real.cos θ : ℂ) ^ 2 • B + (Real.sin θ : ℂ) ^ 2 • (A * B * A) +
      ((Real.sin θ : ℂ) * (Real.cos θ : ℂ) * I) • (A * B - B * A) := by
  rw [rot_eq hA θ, rot_eq hA (-θ), Real.cos_neg, Real.sin_neg, ofReal_neg]
  generalize (Real.cos θ : ℂ) = c
  generalize (Real.sin θ : ℂ) = s
  simp only [add_mul, mul_add, smul_mul_assoc, mul_smul_comm, one_mul, mul_one]
  match_scalars <;> first | ring1 | linear_combination (-s ^ 2) * I_sq
```

## Anticommuting matrices rotate by twice the angle

Now let \(AB=-BA\). Then \(ABA=-BA^2=-B\) and \(AB-BA=2AB\), so
\[
e^{i\theta A}Be^{-i\theta A}=(\cos^2\theta-\sin^2\theta)\,B+2i\sin\theta\cos\theta\;AB=\cos2\theta\;B+i\sin2\theta\;AB .
\]
The conjugate is a combination of \(B\) and \(iAB\) whose coefficients turn at the angle \(2\theta\); for \(H=\omega A\) they oscillate at the angular frequency \(2\omega\). The relations \(ABA=-B\) and \(BA=-AB\) are `hABA` and `hBA`, and the double-angle formulas are applied to the right-hand side before `module` compares coefficients.

```lean
/-- If `A² = 1` and `AB = -BA` then `exp(iθA) B exp(-iθA) = cos 2θ · B + i sin 2θ · AB`. -/
theorem rot_conj_anticomm {A B : Matrix n n ℂ} (hA : A * A = 1) (h : A * B = -(B * A)) (θ : ℝ) :
    rot A θ * B * rot A (-θ) =
      (Real.cos (2 * θ) : ℂ) • B + ((Real.sin (2 * θ) : ℂ) * I) • (A * B) := by
  have hABA : A * B * A = -B := by rw [h, neg_mul, mul_assoc, hA, mul_one]
  have hBA : B * A = -(A * B) := by rw [h, neg_neg]
  rw [rot_conj hA, hABA, hBA, Real.cos_two_mul', Real.sin_two_mul]
  push_cast
  module
```

## The quarter turn and its converse

At \(\theta=\pi/4\) the angle \(2\theta\) is \(\pi/2\), a quarter turn. There \(\cos2\theta=0\) and \(\sin2\theta=1\), and the conjugate of an anticommuting \(B\) is \(iAB\).

Conversely, suppose the conjugate at \(\theta=\pi/4\) equals \(iAB\). With \(\cos^2\theta=\sin^2\theta=\sin\theta\cos\theta=\tfrac12\), the general formula reads
\[
\tfrac12B+\tfrac12ABA+\tfrac{i}{2}(AB-BA)=iAB ,\qquad\text{hence}\qquad B+ABA=i\,(AB+BA).
\]
Let \(C=AB+BA\) be the anticommutator. Since \(AC=A^2B+ABA=B+ABA\), the relation says \(AC=iC\). Applying \(A\) again gives \(A(AC)=A^2C=C\) on one side and \(A(iC)=i\cdot iC=-C\) on the other. So \(C=-C\), and \(C=0\).

The theorem `clifford_rotation` has the single hypothesis `hA : A * A = 1` and states the equivalence for every \(B\), with `I • (A * B)` for \(iAB\). Its first branch is the converse: `hs` and `hs'` evaluate \((\sqrt2/2)^2=\tfrac12\), `hC` is \(AC=iC\), obtained as twice the assumed equation `hU`, and `h2` begins as \(A(AC)=C\) and becomes \(-C=C\) after `hC` is used twice. The second branch evaluates `rot_conj_anticomm` at \(\pi/4\).

```lean
/-- For `A² = 1`, `exp(iπ/4 A) B exp(-iπ/4 A) = iAB` holds if and only if `A` and `B` anticommute.
-/
theorem clifford_rotation {A : Matrix n n ℂ} (hA : A * A = 1) (B : Matrix n n ℂ) :
    rot A (π / 4) * B * rot A (-(π / 4)) = I • (A * B) ↔ A * B = -(B * A) := by
  constructor
  · intro hU
    have hr : (√2 / 2 : ℝ) ^ 2 = 1 / 2 := by
      rw [div_pow, Real.sq_sqrt (by norm_num)]
      norm_num
    have hs : ((√2 / 2 : ℝ) : ℂ) ^ 2 = 1 / 2 := by
      rw [← ofReal_pow, hr]
      norm_num
    have hs' : ((√2 / 2 : ℝ) : ℂ) * ((√2 / 2 : ℝ) : ℂ) = 1 / 2 := by rw [← sq, hs]
    rw [rot_conj hA, Real.cos_pi_div_four, Real.sin_pi_div_four, hs, hs'] at hU
    -- the anticommutator C obeys AC = iC, and A(AC) = C, so C = -C
    have hC : A * (A * B + B * A) = I • (A * B + B * A) := by
      rw [mul_add, ← mul_assoc, hA, one_mul, ← mul_assoc]
      linear_combination (norm := module) (2 : ℂ) • hU
    have h2 : A * (A * (A * B + B * A)) = A * B + B * A := by rw [← mul_assoc, hA, one_mul]
    rw [hC, mul_smul_comm, hC, smul_smul, I_mul_I] at h2
    linear_combination (norm := module) (-1 / 2 : ℂ) • h2
  · intro h
    rw [rot_conj_anticomm hA h, show 2 * (π / 4) = π / 2 by ring, Real.cos_pi_div_two,
      Real.sin_pi_div_two]
    simp
```

## Pauli matrices and Pauli strings

One qubit has four labels, for the identity and for \(X\), \(Y\), \(Z\).

```lean
/-- Labels of the identity and the three Pauli matrices of one qubit. -/
inductive Pauli
  | one
  | X
  | Y
  | Z
```

Write \(\sigma_a\) for the matrix of the label \(a\). In the basis indexed by \(0\) and \(1\),
\[
\sigma_X=\begin{pmatrix}0&1\\1&0\end{pmatrix},\qquad \sigma_Y=\begin{pmatrix}0&-i\\ i&0\end{pmatrix},\qquad \sigma_Z=\begin{pmatrix}1&0\\0&-1\end{pmatrix},
\]
and the label `one` has the unit matrix.

```lean
/-- The 2 by 2 matrix of each Pauli label. -/
def Pauli.mat : Pauli → Matrix (Fin 2) (Fin 2) ℂ
  | .one => !![1, 0; 0, 1]
  | .X => !![0, 1; 1, 0]
  | .Y => !![0, -I; I, 0]
  | .Z => !![1, 0; 0, -1]
```

The product of two of these matrices is a phase \(\phi(a,b)\in\{1,i,-i\}\) times a third one with label \(a\cdot b\):
\[
\sigma_a\sigma_b=\phi(a,b)\,\sigma_{a\cdot b},
\]
for example \(\sigma_X\sigma_Y=i\sigma_Z\) and \(\sigma_X\sigma_Z=-i\sigma_Y\). The pair \((\phi(a,b),\,a\cdot b)\) is `table a b`. At this point the table is only a list of sixteen entries; it is compared with matrix multiplication in `pauliString_mul`.

```lean
/-- The Pauli multiplication table: phase and label of the product of two labels. -/
def table : Pauli → Pauli → ℂ × Pauli
  | .one, .one => (1, .one) | .one, .X => (1, .X) | .one, .Y => (1, .Y) | .one, .Z => (1, .Z)
  | .X, .one => (1, .X) | .X, .X => (1, .one) | .X, .Y => (I, .Z) | .X, .Z => (-I, .Y)
  | .Y, .one => (1, .Y) | .Y, .X => (-I, .Z) | .Y, .Y => (1, .one) | .Y, .Z => (I, .X)
  | .Z, .one => (1, .Z) | .Z, .X => (I, .Y) | .Z, .Y => (-I, .X) | .Z, .Z => (1, .one)
```

For \(N\) qubits numbered \(k=0,\dots,N-1\), the basis states are bit strings \(x=(x_0,\dots,x_{N-1})\), the type `Fin N → Fin 2`, and there are \(2^N\) of them. The tensor product of \(2\times2\) matrices \(M_0,\dots,M_{N-1}\) is defined by its entries between bit strings \(x\) and \(y\),
\[
\Big(\bigotimes_k M_k\Big)_{xy}=\prod_k (M_k)_{x_ky_k}.
\]
Indexing by bit strings avoids a choice of which qubit is the most significant.

```lean
/-- The tensor product of `N` one-qubit operators, in the basis of bit strings. -/
def tensor (M : Fin N → Matrix (Fin 2) (Fin 2) ℂ) : Matrix (Fin N → Fin 2) (Fin N → Fin 2) ℂ :=
  Matrix.of fun x y => ∏ k, M k (x k) (y k)
```

An assignment \(p\) of a label \(p_k\) to each qubit defines the Pauli string \(\sigma(p)=\bigotimes_k\sigma_{p_k}\). A string in this sense carries no overall phase.

```lean
/-- The Pauli string with label `p k` on qubit `k`. -/
def pauliString (p : Fin N → Pauli) : Matrix (Fin N → Fin 2) (Fin N → Fin 2) ℂ :=
  tensor fun k => (p k).mat
```

For two assignments \(p\) and \(q\), the product labels are \((p\cdot q)_k=p_k\cdot q_k\).

```lean
/-- The qubit-by-qubit product labels of two Pauli strings. -/
def prodLabel (p q : Fin N → Pauli) : Fin N → Pauli := fun k => (table (p k) (q k)).2
```

## Products of strings

Tensor products multiply factor by factor. With \(x\), \(y\), \(z\) now all bit strings and \(b\) a single bit,
\[
\sum_y\prod_k(M_k)_{x_ky_k}\prod_k(M'_k)_{y_kz_k}=\prod_k\sum_{b=0}^{1}(M_k)_{x_kb}(M'_k)_{bz_k}=\prod_k(M_kM'_k)_{x_kz_k},
\]
because expanding the product of \(N\) two-term sums yields one term for each bit string \(y\). That expansion is `Finset.prod_univ_sum`.

```lean
/-- Tensor products multiply factor by factor. -/
theorem tensor_mul (M M' : Fin N → Matrix (Fin 2) (Fin 2) ℂ) :
    tensor M * tensor M' = tensor fun k => M k * M' k := by
  ext x z
  simp only [tensor, Matrix.mul_apply, Matrix.of_apply]
  rw [Finset.prod_univ_sum, Fintype.piFinset_univ]
  simp only [Finset.prod_mul_distrib]
```

Inserting the one-qubit table in each factor and pulling the phases out of the product gives
\[
\sigma(p)\,\sigma(q)=c\;\sigma(p\cdot q),\qquad c=\prod_k\phi(p_k,q_k),
\]
where \(c\) from here on denotes this total phase. Inside the proof, `h1` verifies \(\sigma_a\sigma_b=\phi(a,b)\sigma_{a\cdot b}\) for all sixteen pairs of labels, entry by entry.

```lean
/-- The product of two Pauli strings is the string of product labels times the product of the
one-qubit phases. -/
theorem pauliString_mul (p q : Fin N → Pauli) :
    pauliString p * pauliString q =
      (∏ k, (table (p k) (q k)).1) • pauliString (prodLabel p q) := by
  have h1 : ∀ a b : Pauli, a.mat * b.mat = (table a b).1 • (table a b).2.mat := by
    intro a b
    cases a <;> cases b <;> ext i j <;> fin_cases i <;> fin_cases j <;>
      simp [Pauli.mat, table, Matrix.mul_apply, Fin.sum_univ_two]
  unfold pauliString
  rw [tensor_mul]
  ext x y
  simp only [tensor, prodLabel, Matrix.of_apply, h1, Matrix.smul_apply, smul_eq_mul,
    Finset.prod_mul_distrib]
```

Each \(\sigma_a\) squares to the unit matrix, so
\[
\big(\sigma(p)^2\big)_{xy}=\prod_k\delta_{x_ky_k},
\]
with \(\delta\) the Kronecker symbol. The product is \(1\) for \(x=y\), and it vanishes when \(x\) and \(y\) differ at some qubit \(k\). These are the two cases of `by_cases h : x = y`. Every Pauli string therefore meets the hypothesis \(A^2=1\).

```lean
/-- Every Pauli string squares to the identity. -/
theorem pauliString_sq (p : Fin N → Pauli) : pauliString p * pauliString p = 1 := by
  have h1 : ∀ a : Pauli, a.mat * a.mat = 1 := by
    intro a
    cases a <;> ext i j <;> fin_cases i <;> fin_cases j <;>
      simp [Pauli.mat, Matrix.mul_apply, Fin.sum_univ_two]
  unfold pauliString
  rw [tensor_mul]
  ext x y
  simp only [tensor, Matrix.of_apply, h1, Matrix.one_apply]
  by_cases h : x = y
  · subst h
    simp
  · obtain ⟨k, hk⟩ := Function.ne_iff.mp h
    rw [if_neg h]
    exact Finset.prod_eq_zero (Finset.mem_univ k) (if_neg hk)
```

## The rotated string

Let \(A=\sigma(p)\) and \(B=\sigma(q)\) anticommute, and put \(R=\sigma(p\cdot q)\). Then \(A^2=B^2=R^2=1\) and \(AB=cR\), and the quarter turn sends \(B\) to \(iAB=ic\,R\). It remains to show that \(ic\) is real. Anticommutation gives
\[
(AB)^2=(-BA)(AB)=-B\,A^2B=-1 ,
\]
while \((AB)^2=c^2R^2=c^2\,1\). Comparing one diagonal entry gives \(c^2=-1\). Then \((ic-1)(ic+1)=-c^2-1=0\), so \(ic=\pm1\) and
\[
e^{i\frac{\pi}{4}\sigma(p)}\,\sigma(q)\,e^{-i\frac{\pi}{4}\sigma(p)}=\pm\,\sigma(p\cdot q).
\]
In `pauliString_rotation`, anticommutation of the two strings is the assumed hypothesis `h`, an equation between matrices; it is not derived from the labels. The conclusion is a disjunction between \(+\sigma(p\cdot q)\) and \(-\sigma(p\cdot q)\). It names the resulting string and leaves the sign open, which for given labels is the number \(ic\) computed from the phases in `pauliString_mul`. For \(N=0\) every string is the \(1\times1\) matrix \(1\), so `h` cannot hold, and the smallest case with content is \(N=1\). In the proof, the `generalize` steps keep only five relations among \(A\), \(B\), \(R\) and \(c\), namely \(A^2=1\), \(B^2=1\), \(R^2=1\), \(AB=cR\) and the anticommutation `h`. Then `hsq` is \((AB)^2=-1\), `hc` reads the diagonal entry at the all-zero bit string, and `h0` is the factorisation whose two roots give the two signs.

```lean
/-- For anticommuting Pauli strings `P` and `Q`, `exp(iπ/4 P) Q exp(-iπ/4 P)` is plus or minus
the Pauli string of the product labels. -/
theorem pauliString_rotation (p q : Fin N → Pauli)
    (h : pauliString p * pauliString q = -(pauliString q * pauliString p)) :
    rot (pauliString p) (π / 4) * pauliString q * rot (pauliString p) (-(π / 4)) =
        pauliString (prodLabel p q) ∨
      rot (pauliString p) (π / 4) * pauliString q * rot (pauliString p) (-(π / 4)) =
        -pauliString (prodLabel p q) := by
  have hA := pauliString_sq p
  have hB := pauliString_sq q
  have hR := pauliString_sq (prodLabel p q)
  have hm := pauliString_mul p q
  rw [(clifford_rotation hA _).2 h]
  generalize (∏ k, (table (p k) (q k)).1) = c at hm
  generalize pauliString (prodLabel p q) = R at hR hm ⊢
  generalize pauliString p = A at hA hm h ⊢
  generalize pauliString q = B at hB hm h ⊢
  -- (AB)² = -1 fixes the phase: c² = -1, so ic = ±1
  have hsq : A * B * (A * B) = -1 :=
    calc A * B * (A * B) = -(B * A) * (A * B) := by rw [← h]
      _ = -(B * (A * A) * B) := by noncomm_ring
      _ = -1 := by rw [hA, mul_one, hB]
  rw [hm, smul_mul_assoc, mul_smul_comm, hR, smul_smul] at hsq
  have hc : c * c = -1 := by simpa using congrFun (congrFun hsq fun _ => 0) fun _ => 0
  have h0 : (I * c - 1) * (I * c + 1) = 0 := by linear_combination (c * c) * I_mul_I - hc
  rw [hm, smul_smul]
  rcases mul_eq_zero.mp h0 with h1 | h1
  · left
    rw [show I * c = 1 by linear_combination h1, one_smul]
  · right
    rw [show I * c = -1 by linear_combination h1, neg_one_smul]
```

A Clifford operation is a unitary whose conjugation maps every Pauli string to a Pauli string up to a phase, and the theorem above establishes this mapping for the strings that anticommute with the generator. If \(AB=BA\), then \(ABA=B\) and the formula of `rot_conj` returns \(B\); taking \(B=1\) in it identifies \(e^{-i\theta A}\) as the inverse of \(e^{i\theta A}\). No theorem here states these consequences, the unitarity of the rotation for Hermitian \(A\), or the fact that two Pauli strings always commute or anticommute, so membership in the Clifford group is not among the checked results.

## One qubit: \(Z\) rotated to \(Y\) about \(X\)

Take \(A=\sigma_X\) and \(B=\sigma_Z\) as \(2\times2\) matrices. Then \(\sigma_X^2=1\) and
\[
\sigma_X\sigma_Z=\begin{pmatrix}0&-1\\1&0\end{pmatrix}=-\sigma_Z\sigma_X ,\qquad i\,\sigma_X\sigma_Z=\begin{pmatrix}0&-i\\ i&0\end{pmatrix}=\sigma_Y ,
\]
so \(e^{i\pi\sigma_X/4}\,\sigma_Z\,e^{-i\pi\sigma_X/4}=\sigma_Y\). This agrees with the table, where \(\phi(X,Z)=-i\) and \(ic=+1\). The theorem `clifford_rotation_witness` checks the two relations entrywise as `h1` and `h2`, applies `clifford_rotation`, and compares \(i\sigma_X\sigma_Z\) with \(\sigma_Y\) entry by entry.

```lean
/-- `X² = 1`, `XZ = -ZX`, and `exp(iπ/4 X) Z exp(-iπ/4 X) = Y`. -/
theorem clifford_rotation_witness :
    Pauli.X.mat * Pauli.X.mat = 1 ∧ Pauli.X.mat * Pauli.Z.mat = -(Pauli.Z.mat * Pauli.X.mat) ∧
      rot Pauli.X.mat (π / 4) * Pauli.Z.mat * rot Pauli.X.mat (-(π / 4)) = Pauli.Y.mat := by
  have h1 : Pauli.X.mat * Pauli.X.mat = 1 := by
    ext i j
    fin_cases i <;> fin_cases j <;> simp [Pauli.mat, Matrix.mul_apply, Fin.sum_univ_two]
  have h2 : Pauli.X.mat * Pauli.Z.mat = -(Pauli.Z.mat * Pauli.X.mat) := by
    ext i j
    fin_cases i <;> fin_cases j <;> simp [Pauli.mat, Matrix.mul_apply, Fin.sum_univ_two]
  refine ⟨h1, h2, ?_⟩
  rw [(clifford_rotation h1 _).2 h2]
  ext i j
  fin_cases i <;> fin_cases j <;> simp [Pauli.mat]

end

end CliffordRotation
```

```lean
#print axioms CliffordRotation.clifford_rotation
#print axioms CliffordRotation.pauliString_rotation
```

```
'CliffordRotation.clifford_rotation' depends on axioms: [propext, Classical.choice, Quot.sound]
'CliffordRotation.pauliString_rotation' depends on axioms: [propext, Classical.choice, Quot.sound]
```
